# For $K\ge 2$ charge-conserving sites with all pairs alike and only an on-site $U$, scalar and matrix inversion give $U$ times $K/(K-1)$ and $(K-1)/K$

Take two equivalent sites that share a fixed total charge. Raising the potential on site 1 by $\alpha$ is a uniform shift of $\alpha/2$, which moves no charge, plus the pattern $(\alpha/2,-\alpha/2)$, which moves charge from site 1 to site 2. If $c$ is the charge moved per unit of non-uniform potential, the response matrix is

$$
\chi=-\frac{c}{2}\begin{pmatrix}1&-1\\-1&1\end{pmatrix}.
$$

Let the bare response $\chi_0$ have the same form with $c_0=1$, and let the interacting one have $c=1/2$. The on-site interaction that turns $\chi_0$ into $\chi$ is $U=1/c-1/c_0=1$. Inverting only the diagonal entries gives

$$
\frac{1}{\chi_{0,11}}-\frac{1}{\chi_{11}}=-2+4=2.
$$

Inverting the full matrices, after adding the same uniform term to both so that the inverses exist, gives a diagonal entry of $1/2$. One recipe doubles $U$ and the other halves it.

## Reciprocal size factors at every $K$

For $K\ge 2$ sites, let $J$ be the $K\times K$ matrix with every entry 1, and set

$$
\chi=-c\left(1-\frac{J}{K}\right),\qquad
\chi_0=-c_0\left(1-\frac{J}{K}\right),\qquad
u=\frac1c-\frac1{c_0},
$$

with $c$ and $c_0$ nonzero. The constants $c$ and $c_0$ measure how strongly the interacting and the bare system respond to a non-uniform potential. For any $g\neq0$ and any site $i$,

$$
\frac1{\chi_{0,ii}}-\frac1{\chi_{ii}}=u\,\frac{K}{K-1},
\qquad
\left[(\chi_0+gJ)^{-1}-(\chi+gJ)^{-1}\right]_{ii}=u\,\frac{K-1}{K}.
$$

The term $gJ$ is an artificial response to a uniform shift; for $g<0$ it acts as if the sites could exchange charge with a reservoir. If $0<c<c_0$, so that the interaction is repulsive and screens the response, the second value lies strictly below $u$ and the first strictly above it. Their product is $u^2$. Both tend to $u$ as $K$ grows with $c$, $c_0$ and $g$ fixed.

## Finite-cell error in a linear-response $U$

A linear-response calculation of the Hubbard $U$ for DFT+U shifts the potential on a site, records the change in occupations with and without self-consistent screening, and inverts the resulting responses. In the present model of a finite cell, where charge moves only among the $K$ sites, all pairs of them respond alike and the interaction is purely on-site, scalar inversion is too large by $u/(K-1)$ and the matrix diagonal is too small by $u/K$. With eight sites and $u>0$, that is about 14% too high and 12.5% too low.

The model also supplies input with a known answer for checking an inversion routine. The two-site matrices above should return 2 and $1/2$, whatever nonzero $g$ is used.

## Algebra of the neutral response

Write $P=1-J/K$. Each entry of $J^2$ is a sum of $K$ ones, so $J^2=KJ$. It follows that

$$
PJ=J-\frac{J^2}{K}=0,\qquad P^2=P-\frac{PJ}{K}=P.
$$

**The value of $U$.** An external potential $v$ changes the charges by $\delta n=\chi v$. With the same on-site interaction $U$ on every site, the bare system responds to $v+U\delta n$, which gives the Dyson equation $\chi=\chi_0+\chi_0U\chi$. Here it reads

$$
-cP=-c_0P+U c_0c\,P.
$$

For $K\ge2$ the off-diagonal entries of $P$ are $-1/K\ne0$, so the coefficients must agree: $c_0-c=Uc_0c$. Dividing by $c_0c$ gives $U=1/c-1/c_0=u$.

**Scalar inversion.** The diagonal entry of $P$ is $(K-1)/K$, hence $\chi_{ii}=-c(K-1)/K$ and

$$
\frac1{\chi_{0,ii}}-\frac1{\chi_{ii}}
=-\frac{K}{c_0(K-1)}+\frac{K}{c(K-1)}
=u\,\frac{K}{K-1}.
$$

This recipe leaves out the charge induced on the other sites, which also enters the Dyson equation.

**Matrix inversion.** The products above give

$$
(-aP+gJ)(-bP+hJ)=abP+ghKJ
=ab\,1+\left(ghK-\frac{ab}{K}\right)J.
$$

Put $a=c$, $b=1/c$ and $h=1/(gK^2)$. Then $ab=1$ and $ghK=1/K$, so the coefficient of $J$ vanishes and

$$
(\chi+gJ)^{-1}=-\frac1cP+\frac{J}{gK^2}.
$$

The same holds for $\chi_0$ with $c_0$ in place of $c$. In the difference the terms in $g$ cancel:

$$
(\chi_0+gJ)^{-1}-(\chi+gJ)^{-1}
=\left(\frac1c-\frac1{c_0}\right)P=uP.
$$

Its entries are $u(\delta_{ij}-1/K)$, and its diagonal is $u(K-1)/K$. The result differs from the on-site interaction $u\,1$ by a multiple of $J$, which a charge-conserving response cannot detect because $PJ=0$.

**Bracketing and limit.** If $0<c<c_0$ then $u>0$, and $(K-1)/K<1<K/(K-1)$ gives the two strict inequalities. The factors are reciprocal, so the product of the estimates is $u^2$. Since $1-1/K\to1$, its reciprocal also tends to 1, and both estimates tend to $u$.

## Lean file

```lean
import Mathlib

open Filter Topology

namespace LinearResponseHubbardU

noncomputable section

/-- The all-ones matrix on `K` sites. -/
def ones (K : ℕ) : Matrix (Fin K) (Fin K) ℝ := Matrix.of fun _ _ => 1

/-- The charge-conserving response `-c (1 - J/K)` of `K ≥ 1` equivalent sites. -/
def response (K : ℕ) (c : ℝ) : Matrix (Fin K) (Fin K) ℝ :=
  (-c) • (1 - (1 / (K : ℝ)) • ones K)

/-- The response with a uniform term `g J` added, for `K ≥ 1` sites. -/
def regularised (K : ℕ) (c g : ℝ) : Matrix (Fin K) (Fin K) ℝ :=
  response K c + g • ones K

/-- The Dyson equation `χ = χ₀ + χ₀ U χ` with the same on-site interaction `U` on all
`K ≥ 1` sites. -/
def IsScreened (K : ℕ) (c₀ c U : ℝ) : Prop :=
  response K c = response K c₀ + response K c₀ * (U • 1) * response K c

/-- The estimate of `U` at site `i` by scalar inversion, `1/χ₀ᵢᵢ - 1/χᵢᵢ`, for nonzero
diagonal responses. -/
def scalarU (K : ℕ) (c₀ c : ℝ) (i : Fin K) : ℝ :=
  1 / response K c₀ i i - 1 / response K c i i

/-- The interaction matrix `(χ₀ + gJ)⁻¹ - (χ + gJ)⁻¹`, for invertible regularised responses. -/
def matrixU (K : ℕ) (c₀ c g : ℝ) : Matrix (Fin K) (Fin K) ℝ :=
  (regularised K c₀ g)⁻¹ - (regularised K c g)⁻¹

/-- The response of site `i` to a potential shift on site `j` is `-c (δᵢⱼ - 1/K)`. -/
theorem response_apply (K : ℕ) (c : ℝ) (i j : Fin K) :
    response K c i j = -c * ((if i = j then 1 else 0) - 1 / (K : ℝ)) := by
  simp only [response, ones, Matrix.smul_apply, Matrix.sub_apply, Matrix.one_apply,
    Matrix.of_apply, smul_eq_mul, mul_one]

/-- The product of two regularised responses is again a combination of `1` and `J`. -/
theorem regularised_mul (K : ℕ) (a b g h : ℝ) :
    regularised K a g * regularised K b h
      = (a * b) • 1 + (g * h * K - a * b / K) • ones K := by
  rcases Nat.eq_zero_or_pos K with rfl | hK
  · ext i j
    exact i.elim0
  have h0 : (K : ℝ) ≠ 0 := Nat.cast_ne_zero.mpr hK.ne'
  -- the only multiplication rule needed is J² = K J
  have hJ : ones K * ones K = (K : ℝ) • ones K := by
    ext i j
    simp [ones, Matrix.mul_apply]
  simp only [regularised, response, add_mul, mul_add, sub_mul, mul_sub, smul_mul_assoc,
    mul_smul_comm, one_mul, mul_one, hJ]
  match_scalars <;> field_simp
  ring

/-- For nonzero `c` and `g`, the inverse of `-c (1 - J/K) + g J` is
`-(1/c) (1 - J/K) + J/(g K²)`. -/
theorem regularised_mul_inverse (K : ℕ) {c g : ℝ} (hc : c ≠ 0) (hg : g ≠ 0) :
    regularised K c g * regularised K (1 / c) (1 / (g * (K : ℝ) ^ 2)) = 1 := by
  rcases Nat.eq_zero_or_pos K with rfl | hK
  · ext i j
    exact i.elim0
  have h0 : (K : ℝ) ≠ 0 := Nat.cast_ne_zero.mpr hK.ne'
  have h1 : c * (1 / c) = 1 := mul_one_div_cancel hc
  have h2 : g * (1 / (g * (K : ℝ) ^ 2)) * K = 1 / K := by field_simp
  rw [regularised_mul, h1, h2, sub_self, one_smul, zero_smul, add_zero]

/-- On at least two sites, the Dyson equation reduces to the scalar relation
`c₀ - c = U c₀ c`. -/
theorem isScreened_iff_scalar {K : ℕ} (hK : 2 ≤ K) (c₀ c U : ℝ) :
    IsScreened K c₀ c U ↔ c₀ - c = U * (c₀ * c) := by
  have hp := regularised_mul K c₀ c 0 0
  simp only [regularised, zero_smul, add_zero] at hp
  have hmul : response K c₀ * (U • 1) * response K c = response K (-(U * (c₀ * c))) := by
    rw [mul_smul_comm, mul_one, smul_mul_assoc, hp]
    unfold response
    module
  unfold IsScreened
  rw [hmul]
  constructor
  · intro h
    -- compare the response between two different sites
    have hij : (⟨0, by omega⟩ : Fin K) ≠ ⟨1, by omega⟩ := by simp
    have h01 := congrFun (congrFun h ⟨0, by omega⟩) ⟨1, by omega⟩
    rw [Matrix.add_apply, response_apply, response_apply, response_apply, if_neg hij] at h01
    have hk : 1 / (K : ℝ) ≠ 0 :=
      one_div_ne_zero (Nat.cast_ne_zero.mpr (by omega))
    apply mul_right_cancel₀ hk
    linear_combination (-1 : ℝ) * h01
  · intro h
    rw [← h]
    unfold response
    module

/-- On at least two sites and for nonzero `c₀` and `c`, the on-site interaction that turns the bare
response into the interacting one, if it is the same on every site, is `1/c - 1/c₀` and no other. -/
theorem isScreened_iff {K : ℕ} (hK : 2 ≤ K) {c₀ c : ℝ} (hc₀ : c₀ ≠ 0) (hc : c ≠ 0) (U : ℝ) :
    IsScreened K c₀ c U ↔ U = 1 / c - 1 / c₀ := by
  rw [isScreened_iff_scalar hK, div_sub_div _ _ hc hc₀, eq_div_iff (mul_ne_zero hc hc₀)]
  constructor <;> intro h <;> linear_combination (-1 : ℝ) * h

/-- On at least two sites and for nonzero `c₀` and `c`, the diagonal responses are nonzero
and scalar inversion gives `(1/c - 1/c₀) K/(K-1)`. -/
theorem scalar_inversion {K : ℕ} (hK : 2 ≤ K) {c₀ c : ℝ} (hc₀ : c₀ ≠ 0) (hc : c ≠ 0)
    (i : Fin K) :
    response K c₀ i i ≠ 0 ∧ response K c i i ≠ 0 ∧
      scalarU K c₀ c i = (1 / c - 1 / c₀) * ((K : ℝ) / (K - 1)) := by
  have hK' : (2 : ℝ) ≤ K := by exact_mod_cast hK
  have h0 : (K : ℝ) ≠ 0 := by linarith
  have h1 : (K : ℝ) - 1 ≠ 0 := by linarith
  have hd (a : ℝ) : response K a i i = -(a * (((K : ℝ) - 1) / K)) := by
    rw [response_apply, if_pos rfl, sub_div, div_self h0, neg_mul]
  have hn (a : ℝ) (ha : a ≠ 0) : response K a i i ≠ 0 := by
    rw [hd]
    exact neg_ne_zero.mpr (mul_ne_zero ha (div_ne_zero h1 h0))
  refine ⟨hn c₀ hc₀, hn c hc, ?_⟩
  unfold scalarU
  rw [hd, hd]
  field_simp
  ring

/-- For nonzero `c₀`, `c` and `g`, both regularised responses are invertible and matrix
inversion gives the interaction `(1/c - 1/c₀) (δᵢⱼ - 1/K)` between sites `i` and `j`. -/
theorem matrix_inversion {K : ℕ} {c₀ c g : ℝ} (hc₀ : c₀ ≠ 0) (hc : c ≠ 0) (hg : g ≠ 0)
    (i j : Fin K) :
    IsUnit (regularised K c₀ g) ∧ IsUnit (regularised K c g) ∧
      matrixU K c₀ c g i j
        = (1 / c - 1 / c₀) * ((if i = j then 1 else 0) - 1 / (K : ℝ)) := by
  have h₀ := regularised_mul_inverse K hc₀ hg
  have h := regularised_mul_inverse K hc hg
  refine ⟨⟨⟨_, _, h₀, mul_eq_one_comm.mp h₀⟩, rfl⟩, ⟨⟨_, _, h, mul_eq_one_comm.mp h⟩, rfl⟩, ?_⟩
  unfold matrixU
  rw [Matrix.inv_eq_right_inv h₀, Matrix.inv_eq_right_inv h]
  simp only [regularised, Matrix.sub_apply, Matrix.add_apply, Matrix.smul_apply,
    response_apply, smul_eq_mul]
  ring

/-- On at least two sites, with `0 < c < c₀` and `g ≠ 0`, matrix inversion underestimates
`u = 1/c - 1/c₀`, scalar inversion overestimates it, and the product of the two is `u²`. -/
theorem estimates_bracket {K : ℕ} (hK : 2 ≤ K) {c₀ c g : ℝ} (hc : 0 < c) (hcc : c < c₀)
    (hg : g ≠ 0) (i : Fin K) :
    matrixU K c₀ c g i i < 1 / c - 1 / c₀ ∧ 1 / c - 1 / c₀ < scalarU K c₀ c i ∧
      scalarU K c₀ c i * matrixU K c₀ c g i i = (1 / c - 1 / c₀) ^ 2 := by
  have hK' : (2 : ℝ) ≤ K := by exact_mod_cast hK
  have h0 : (0 : ℝ) < K := by linarith
  have h1 : (0 : ℝ) < (K : ℝ) - 1 := by linarith
  have hu : 0 < 1 / c - 1 / c₀ := sub_pos.mpr (one_div_lt_one_div_of_lt hc hcc)
  have hc₀ : c₀ ≠ 0 := (hc.trans hcc).ne'
  rw [(matrix_inversion hc₀ hc.ne' hg i i).2.2, (scalar_inversion hK hc₀ hc.ne' i).2.2,
    if_pos rfl]
  have hlt : 1 - 1 / (K : ℝ) < 1 := sub_lt_self _ (one_div_pos.mpr h0)
  have hgt : 1 < (K : ℝ) / (K - 1) := by
    rw [lt_div_iff₀ h1]
    linarith
  -- the two finite-size factors are reciprocal
  have hprod : (K : ℝ) / (K - 1) * (1 - 1 / K) = 1 := by
    have e : 1 - 1 / (K : ℝ) = (K - 1) / K := by rw [sub_div, div_self h0.ne']
    rw [e, div_mul_div_cancel₀ h1.ne', div_self h0.ne']
  refine ⟨mul_lt_of_lt_one_right hu hlt, lt_mul_of_one_lt_right hu hgt, ?_⟩
  linear_combination (1 / c - 1 / c₀) ^ 2 * hprod

/-- Let `c` and `g` be nonzero and let `U` solve the Dyson equation for every number of sites
from two on. Then scalar and matrix inversion both tend to `U` as the number of sites grows. -/
theorem estimates_tendsto {c₀ c g U : ℝ} (hc : c ≠ 0) (hg : g ≠ 0)
    (hU : ∀ n : ℕ, IsScreened (n + 2) c₀ c U) (i : ∀ n : ℕ, Fin (n + 2)) :
    Tendsto (fun n => scalarU (n + 2) c₀ c (i n)) atTop (𝓝 U) ∧
      Tendsto (fun n => matrixU (n + 2) c₀ c g (i n) (i n)) atTop (𝓝 U) := by
  have hc₀ : c₀ ≠ 0 := by
    intro h
    have rel := (isScreened_iff_scalar (by omega) c₀ c U).mp (hU 0)
    rw [h] at rel
    exact hc (by linear_combination (-1 : ℝ) * rel)
  have hval := (isScreened_iff (by omega) hc₀ hc U).mp (hU 0)
  have t : Tendsto (fun n : ℕ => ((n + 2 : ℕ) : ℝ)) atTop atTop :=
    tendsto_natCast_atTop_atTop.comp (tendsto_add_atTop_nat 2)
  -- the finite-size factor 1 - 1/K tends to one
  have hr : Tendsto (fun n : ℕ => 1 - 1 / ((n + 2 : ℕ) : ℝ)) atTop (𝓝 1) := by
    have h := (tendsto_inv_atTop_zero.comp t).const_sub (1 : ℝ)
    rw [sub_zero] at h
    refine h.congr fun n => ?_
    rw [Function.comp_apply, one_div]
  constructor
  · have h := (hr.inv₀ one_ne_zero).const_mul U
    rw [inv_one, mul_one] at h
    refine h.congr fun n => ?_
    have h0 : ((n + 2 : ℕ) : ℝ) ≠ 0 := Nat.cast_ne_zero.mpr (by omega)
    have e : 1 - 1 / ((n + 2 : ℕ) : ℝ) = (((n + 2 : ℕ) : ℝ) - 1) / ((n + 2 : ℕ) : ℝ) := by
      rw [sub_div, div_self h0]
    rw [(scalar_inversion (by omega) hc₀ hc (i n)).2.2, ← hval, e, inv_div]
  · have h := hr.const_mul U
    rw [mul_one] at h
    refine h.congr fun n => ?_
    rw [(matrix_inversion hc₀ hc hg (i n) (i n)).2.2, ← hval, if_pos rfl]

end

end LinearResponseHubbardU
```

```lean
#print axioms LinearResponseHubbardU.matrix_inversion
#print axioms LinearResponseHubbardU.estimates_bracket
#print axioms LinearResponseHubbardU.estimates_tendsto
```

```
'LinearResponseHubbardU.matrix_inversion' depends on axioms: [propext, Classical.choice, Quot.sound]
'LinearResponseHubbardU.estimates_bracket' depends on axioms: [propext, Classical.choice, Quot.sound]
'LinearResponseHubbardU.estimates_tendsto' depends on axioms: [propext, Classical.choice, Quot.sound]
```

## Physical reading of the Lean statements

Sites are elements of `Fin K`, and responses are real $K\times K$ matrices. `response K c` is $\chi$, and its row index is the site whose charge changes. The minus sign fixes the convention that, for positive `c` and at least two sites, raising a site's potential lowers its occupation. `regularised K c g` is $\chi+gJ$. `IsScreened K c₀ c U` is the Dyson equation with `U • 1` as the interaction, so every site has the same $U$ and there is no intersite term.

- `isScreened_iff` says that, for at least two sites and nonzero constants, the Dyson equation holds exactly when `U = 1 / c - 1 / c₀`. This ties $u$ to an interaction instead of leaving it as a name for a difference.
- `scalar_inversion` gives the first estimate and states that both diagonal responses are nonzero.
- `matrix_inversion` gives every entry of the interaction matrix and states that both regularised matrices are invertible. It needs no lower bound on `K`; for one site the entry is zero.
- `estimates_bracket` contains the two inequalities and the product. It is the only one of these theorems that assumes signs and an order for the constants.
- `estimates_tendsto` runs over `n + 2` sites and lets the chosen site vary with `n`. It assumes that one fixed `U` solves the Dyson equation at every size, and concludes that both estimates tend to that `U`.

## From $J^2=KJ$ to the limits

`regularised_mul` is the product formula of the derivation. Its local statement `hJ` is $J^2=KJ$; after expansion, `match_scalars` compares the coefficients of $1$ and $J$. `regularised_mul_inverse` inserts the choice of $b$ and $h$ that removes $J$.

`isScreened_iff_scalar` uses the product formula with both uniform terms set to zero. To get from the matrix equation to $c_0-c=Uc_0c$, it compares the entry between sites 0 and 1 and cancels $1/K$; this is where two sites are needed. `isScreened_iff` then clears denominators.

In `scalar_inversion`, the statement `hd` is the diagonal entry $-a(K-1)/K$. In `matrix_inversion`, `Matrix.inv_eq_right_inv` replaces each inverse by its explicit form, and `ring` cancels the terms in $g$. For the bracketing, `hprod` states that the size factors are reciprocal. For the limit, `hr` states that $1-1/K$ tends to 1; the matrix estimate uses this factor and the scalar estimate its inverse. The proof also derives `c₀ ≠ 0` from the Dyson equation, since $c_0=0$ would force $c=0$.

## Equivalent sites, fixed constants and rounding

The theorems fix the form of the response; they do not derive it from a Hamiltonian or a density functional. Every pair of sites responds alike, whereas in a crystal cell the response usually depends on distance. Charge also moves only among the $K$ sites, whereas in a DFT+U calculation some of it can go to other orbitals, such as those of ligands, so that the recorded occupations need not sum to a constant. In either case the size factors need not carry over. The interaction is also taken to be purely on-site. With an equal interaction $V$ between every pair of different sites, $u$ would be $U-V$, and the size factors would multiply that difference. The constants $c$ and $c_0$ do not change with $K$ in the limit, so a drift of the response itself with cell size is not described.

The matrices have real entries, not floating-point ones. In a code, the choice of $g$ affects conditioning even though it cancels from the result: $\chi+gJ$ has eigenvalue $gK$ on uniform shifts and $-c$ on patterns that sum to zero, so a value of $|g|$ near $|c|/K$ keeps the two comparable in size.
